# For a finite Fourier series, the mean-square error of trigonometric interpolation on 2K+1 uniform points is the truncated weight plus the squared moduli of the alias sums

Functions have period $2\pi$ and the form $f(x)=\sum_m c_m e^{imx}$, with only finitely many $c_m$ nonzero. Let $K\ge 0$ be an integer and $N=2K+1$. The grid points are $x_j=2\pi j/N$ for $j=0,\dots,N-1$, and mean squares are averages over one period. The interpolant of $f$ is the Fourier series with frequencies in $[-K,K]$ only that equals $f$ at all grid points.

## Waves, grid and interpolant

In Lean 4 with Mathlib:

```lean
import Mathlib

open Finset

noncomputable section

namespace GridInterpolationError
```

This loads the mathematical library Mathlib and opens a namespace for the names that follow.

```lean
/-- The plane wave `exp(i m x)` on a ring of length `2π`. -/
def wave (m : ℤ) (x : ℝ) : ℂ := Complex.exp (m * Complex.I * x)
```

`wave m x` is $e^{imx}$, with integer $m$ and real $x$.

```lean
/-- The function with finitely many Fourier coefficients `c`. -/
def trigPoly (c : ℤ →₀ ℂ) (x : ℝ) : ℂ := c.sum fun m a => a * wave m x
```

The type `ℤ →₀ ℂ` holds the coefficient lists: complex functions on the integers that are nonzero at finitely many places. `trigPoly c` is the function $f$ built from $c$.

```lean
/-- The `j`-th point of the uniform grid with `2K+1` points per period. -/
def node (K j : ℕ) : ℝ := 2 * Real.pi * j / (2 * K + 1)
```

`node K j` is $x_j$.

```lean
/-- The mean of `|f|²` over one period. -/
def meanSquare (f : ℝ → ℂ) : ℝ :=
  1 / (2 * Real.pi) * ∫ x in (0 : ℝ)..(2 * Real.pi), ‖f x‖ ^ 2
```

`meanSquare f` is $\frac{1}{2\pi}\int_0^{2\pi}|f(x)|^2dx$; the double bars denote the modulus.

```lean
/-- `p` has frequencies in `[-K, K]` only and agrees with `c` at all `2K+1` grid points. -/
structure IsInterpolant (K : ℕ) (c p : ℤ →₀ ℂ) : Prop where
  band : ∀ m : ℤ, (K : ℤ) < |m| → p m = 0
  agrees : ∀ j < 2 * K + 1, trigPoly p (node K j) = trigPoly c (node K j)
```

The interpolant is specified by two properties, not by a formula: $p_m=0$ for $|m|>K$, and $p(x_j)=f(x_j)$ at all $N$ points.

```lean
/-- The sum of `c m` over all `m ≠ k` that differ from `k` by a multiple of `2K+1`. -/
def aliasSum (K : ℕ) (c : ℤ →₀ ℂ) (k : ℤ) : ℂ :=
  ∑ m ∈ c.support with (m ≠ k ∧ (2 * (K : ℤ) + 1) ∣ m - k), c m
```

This is the alias sum $A_k=\sum_{n\ne0}c_{k+nN}$. The symbol `∣` means "divides".

```lean
/-- The frequency in `[-K, K]` that differs from `m` by a multiple of `2K+1`. -/
def fold (K : ℕ) (m : ℤ) : ℤ := (m + K) % (2 * K + 1) - K
```

`fold K m` shifts $m$ by a multiple of $N$ into $[-K,K]$.

## Frequencies that the grid cannot distinguish

```lean
lemma wave_add (m n : ℤ) (x : ℝ) : wave (m + n) x = wave m x * wave n x := by
  simp only [wave, ← Complex.exp_add]
  congr 1
  push_cast
  ring
```

$e^{i(m+n)x}=e^{imx}e^{inx}$.

```lean
lemma wave_conj (m : ℤ) (x : ℝ) : (starRingEnd ℂ) (wave m x) = wave (-m) x := by
  simp only [wave, ← Complex.exp_conj]
  congr 1
  simp
```

The complex conjugate of $e^{imx}$ is $e^{-imx}$.

```lean
lemma size_ne (K : ℕ) : (2 * (K : ℂ) + 1) ≠ 0 := by
  exact_mod_cast (by omega : 2 * K + 1 ≠ 0)
```

$N\neq0$ as a complex number, which permits division by it.

```lean
lemma trigPoly_sub (a b : ℤ →₀ ℂ) (x : ℝ) :
    trigPoly (a - b) x = trigPoly a x - trigPoly b x :=
  Finsupp.sum_sub_index (fun _ _ _ => sub_mul _ _ _)
```

Subtracting coefficients subtracts the functions.

```lean
lemma band_unique {K : ℕ} {m k : ℤ} (hm : |m| ≤ K) (hk : |k| ≤ K)
    (h : (2 * (K : ℤ) + 1) ∣ m - k) : m = k := by
  obtain ⟨t, ht⟩ := h
  rw [abs_le] at hm hk
  have hK : (0 : ℤ) ≤ K := Int.natCast_nonneg K
  rcases lt_trichotomy t 0 with h | h | h
  · nlinarith
  · rw [h, mul_zero] at ht
    linarith
  · nlinarith
```

If $m,k\in[-K,K]$ and $m-k=tN$, then $|m-k|\le2K<N$ forces $t=0$, so $m=k$.

```lean
lemma fold_band (K : ℕ) (m : ℤ) : |fold K m| ≤ K := by
  have hN : (0 : ℤ) < 2 * K + 1 := by positivity
  have h1 := Int.emod_nonneg (m + K) hN.ne'
  have h2 := Int.emod_lt_of_pos (m + K) hN
  rw [abs_le]
  unfold fold
  constructor <;> linarith
```

A remainder modulo $N$ lies between $0$ and $2K$; subtracting $K$ puts it in $[-K,K]$.

```lean
lemma fold_dvd (K : ℕ) (m : ℤ) : (2 * (K : ℤ) + 1) ∣ m - fold K m :=
  ⟨(m + K) / (2 * K + 1), by unfold fold; rw [Int.emod_def]; ring⟩
```

Folding changes $m$ only by a multiple of $N$.

```lean
lemma wave_fold (K j : ℕ) (m : ℤ) : wave (fold K m) (node K j) = wave m (node K j) := by
  have h := wave_add (fold K m) (m - fold K m) (node K j)
  have h1 : wave (m - fold K m) (node K j) = 1 := by
    obtain ⟨t, ht⟩ := fold_dvd K m
    rw [ht, wave, Complex.exp_eq_one_iff]
    refine ⟨t * j, ?_⟩
    have := size_ne K
    simp only [node]
    push_cast
    field_simp
  rw [h1, mul_one, add_sub_cancel] at h
  exact h.symm
```

On the grid that change is invisible: $e^{itNx_j}=e^{2\pi itj}=1$.

```lean
/-- A plane wave whose frequency is not a multiple of `2K+1` sums to zero over the grid. -/
theorem grid_orthogonality (K : ℕ) (m : ℤ) (hm : ¬ (2 * (K : ℤ) + 1) ∣ m) :
    ∑ j ∈ range (2 * K + 1), wave m (node K j) = 0 := by
  have hN := size_ne K
  have hpow : ∀ j : ℕ, wave m (node K j) = wave m (node K 1) ^ j := by
    intro j
    simp only [wave, ← Complex.exp_nat_mul, node]
    congr 1
    push_cast
    ring
  have hone : wave m (node K 1) ^ (2 * K + 1) = 1 := by
    rw [← hpow, wave, Complex.exp_eq_one_iff]
    refine ⟨m, ?_⟩
    simp only [node]
    push_cast
    field_simp
  have hne : wave m (node K 1) ≠ 1 := by
    intro h
    rw [wave, Complex.exp_eq_one_iff] at h
    obtain ⟨n, hn⟩ := h
    have e : (m : ℂ) * (2 * Real.pi * Complex.I)
        = (2 * K + 1) * (m * Complex.I * (node K 1 : ℝ)) := by
      simp only [node]
      push_cast
      field_simp
    have e2 : (m : ℂ) = (2 * K + 1) * n := by
      apply mul_right_cancel₀ Complex.two_pi_I_ne_zero
      rw [e, hn]
      ring
    exact hm ⟨n, by exact_mod_cast e2⟩
  -- the sum is a geometric series of a root of unity
  have hg := mul_neg_geom_sum (wave m (node K 1)) (2 * K + 1)
  rw [hone, sub_self] at hg
  rw [sum_congr rfl fun j _ => hpow j]
  exact (mul_eq_zero.mp hg).resolve_left (sub_ne_zero.mpr hne.symm)
```

Put $w=e^{2\pi im/N}$, so that $e^{imx_j}=w^j$ (`hpow`). Then $w^N=1$ (`hone`), while $w\ne1$ because $N$ does not divide $m$ (`hne`). The geometric series gives
$$(1-w)\sum_{j=0}^{N-1}w^j=1-w^N=0,$$
so the sum vanishes.

## The interpolant's coefficients

```lean
/-- A function with frequencies in `[-K, K]` that vanishes at all `2K+1` grid points is zero. -/
theorem eq_zero_of_grid_zero (K : ℕ) (q : ℤ →₀ ℂ) (hq : ∀ m : ℤ, (K : ℤ) < |m| → q m = 0)
    (h0 : ∀ j < 2 * K + 1, trigPoly q (node K j) = 0) : q = 0 := by
  ext k
  by_cases hk : (K : ℤ) < |k|
  · exact hq k hk
  have h : ∑ j ∈ range (2 * K + 1), trigPoly q (node K j) * wave (-k) (node K j)
      = (2 * K + 1) * q k := by
    simp only [trigPoly, Finsupp.sum, sum_mul]
    rw [sum_comm]
    have hs : ∀ m ∈ q.support, ∑ j ∈ range (2 * K + 1),
        q m * wave m (node K j) * wave (-k) (node K j)
          = if m = k then (2 * (K : ℂ) + 1) * q m else 0 := by
      intro m hm
      have hmK : |m| ≤ K := by
        by_contra h
        exact (Finsupp.mem_support_iff.mp hm) (hq m (not_le.mp h))
      have e : ∀ j, q m * wave m (node K j) * wave (-k) (node K j)
          = q m * wave (m - k) (node K j) := by
        intro j
        rw [mul_assoc, ← wave_add, sub_eq_add_neg]
      rw [sum_congr rfl fun j _ => e j, ← mul_sum]
      split_ifs with hmk
      · have h1 : ∀ j, wave (m - k) (node K j) = 1 := by
          intro j
          simp [wave, hmk]
        simp only [h1, sum_const, card_range, nsmul_eq_mul, mul_one]
        push_cast
        ring
      · rw [grid_orthogonality K _ fun hd => hmk (band_unique hmK (not_lt.mp hk) hd), mul_zero]
    rw [sum_congr rfl hs, sum_ite_eq']
    split_ifs with hk'
    · rfl
    · rw [Finsupp.notMem_support_iff.mp hk', mul_zero]
  rw [sum_eq_zero fun j hj => by rw [h0 j (mem_range.mp hj), zero_mul]] at h
  exact (mul_eq_zero.mp h.symm).resolve_left (size_ne K)
```

For $|k|\le K$, exchange the two sums (`sum_comm`):
$$\sum_j q(x_j)e^{-ikx_j}=\sum_{|m|\le K}q_m\sum_j e^{i(m-k)x_j}=Nq_k.$$
Only $m=k$ survives, since no other $m$ in the band differs from $k$ by a multiple of $N$. If $q$ vanishes on the grid, the left side is zero and hence $q_k=0$.

```lean
lemma folded_apply (K : ℕ) (c : ℤ →₀ ℂ) (k : ℤ) :
    c.mapDomain (fold K) k = ∑ m ∈ c.support, if fold K m = k then c m else 0 := by
  rw [Finsupp.mapDomain, Finsupp.sum_apply]
  simp only [Finsupp.sum, Finsupp.single_apply]
```

`mapDomain` moves each coefficient to its folded frequency and adds those that meet: the result at $k$ is the sum of all $c_m$ with `fold K m = k`.

```lean
/-- Moving every coefficient to its folded frequency in `[-K, K]` gives an interpolant. -/
theorem folded_isInterpolant (K : ℕ) (c : ℤ →₀ ℂ) :
    IsInterpolant K c (c.mapDomain (fold K)) := by
  constructor
  · intro m hm
    rw [folded_apply]
    refine sum_eq_zero fun n _ => if_neg fun h => ?_
    have := fold_band K n
    rw [h] at this
    exact absurd hm (not_lt.mpr this)
  · intro j _
    unfold trigPoly
    rw [Finsupp.sum_mapDomain_index]
    · simp only [Finsupp.sum, wave_fold]
    · intro b
      exact zero_mul _
    · intro b m₁ m₂
      exact add_mul _ _ _
```

The folded series is band-limited and has the same grid values as $f$, so an interpolant always exists.

```lean
/-- For `|k| ≤ K`, the interpolant's coefficient at `k` is the true one plus the alias sum at `k`.
-/
theorem interpolant_coeff {K : ℕ} {c p : ℤ →₀ ℂ} (hp : IsInterpolant K c p) {k : ℤ}
    (hk : |k| ≤ K) : p k = c k + aliasSum K c k := by
  have hf := folded_isInterpolant K c
  -- the interpolant is unique, hence equal to the folded one
  have hu : p = c.mapDomain (fold K) := by
    refine sub_eq_zero.mp (eq_zero_of_grid_zero K _ (fun m hm => ?_) fun j hj => ?_)
    · rw [Finsupp.sub_apply, hp.band m hm, hf.band m hm, sub_zero]
    · rw [trigPoly_sub, hp.agrees j hj, hf.agrees j hj, sub_self]
  have hc : c k = ∑ m ∈ c.support, if m = k then c m else 0 := by
    rw [sum_ite_eq']
    split_ifs with h
    · rfl
    · exact Finsupp.notMem_support_iff.mp h
  rw [hu, folded_apply, hc, aliasSum, sum_filter, ← sum_add_distrib]
  refine sum_congr rfl fun m _ => ?_
  have hiff : fold K m = k ↔ (2 * (K : ℤ) + 1) ∣ m - k := by
    constructor
    · intro h
      rw [← h]
      exact fold_dvd K m
    · intro h
      refine band_unique (fold_band K m) hk ?_
      have h2 := dvd_sub h (fold_dvd K m)
      have e : m - k - (m - fold K m) = fold K m - k := by ring
      rwa [e] at h2
  by_cases h : m = k
  · have h1 : fold K m = k := hiff.2 (by simp [h])
    rw [if_pos h1, if_pos h,
      if_neg (fun hh : m ≠ k ∧ (2 * (K : ℤ) + 1) ∣ m - k => hh.1 h), add_zero]
  · simp [h, hiff]
```

Any interpolant $p$ minus the folded series is band-limited and zero on the grid, hence zero (`hu`). Therefore, for $|k|\le K$,
$$p_k=\sum_{m\equiv k\ (\mathrm{mod}\ N)}c_m=c_k+A_k.$$
The statement `hiff` says that $m$ folds to $k$ exactly when $N$ divides $m-k$.

## From coefficients to mean squares

```lean
lemma integral_wave (m : ℤ) : ∫ x in (0 : ℝ)..(2 * Real.pi), wave m x
    = if m = 0 then 2 * (Real.pi : ℂ) else 0 := by
  split_ifs with h
  · simp [wave, h]
  · have hm : (m : ℂ) * Complex.I ≠ 0 := mul_ne_zero (by exact_mod_cast h) Complex.I_ne_zero
    have h1 : Complex.exp (m * Complex.I * ((2 * Real.pi : ℝ) : ℂ)) = 1 := by
      rw [Complex.exp_eq_one_iff]
      exact ⟨m, by push_cast; ring⟩
    simp only [wave]
    rw [integral_exp_mul_complex hm, h1]
    simp
```

$\int_0^{2\pi}e^{imx}dx$ is $2\pi$ for $m=0$. Otherwise it is $(e^{2\pi im}-1)/(im)=0$.

```lean
/-- Parseval's identity for finite Fourier series: if `f` has the finitely many coefficients `a`,
the mean of `|f|²` over a period is the sum of `|a m|²`. -/
theorem parseval (a : ℤ →₀ ℂ) : meanSquare (trigPoly a) = ∑ m ∈ a.support, ‖a m‖ ^ 2 := by
  have hcont : ∀ m : ℤ, Continuous (wave m) := by
    intro m
    unfold wave
    fun_prop
  have pt : ∀ x, ((‖trigPoly a x‖ ^ 2 : ℝ) : ℂ) = ∑ m ∈ a.support, ∑ n ∈ a.support,
      a m * (starRingEnd ℂ) (a n) * wave (m - n) x := by
    intro x
    rw [← Complex.normSq_eq_norm_sq, ← Complex.mul_conj]
    simp only [trigPoly, Finsupp.sum, map_sum, map_mul, wave_conj]
    rw [sum_mul_sum]
    refine sum_congr rfl fun m _ => sum_congr rfl fun n _ => ?_
    rw [sub_eq_add_neg, wave_add]
    ring
  have key : ((∫ x in (0 : ℝ)..(2 * Real.pi), ‖trigPoly a x‖ ^ 2 : ℝ) : ℂ)
      = ((2 * Real.pi * ∑ m ∈ a.support, ‖a m‖ ^ 2 : ℝ) : ℂ) := by
    have ht : ∀ m n : ℤ, Continuous
        (fun x : ℝ => a m * (starRingEnd ℂ) (a n) * wave (m - n) x) :=
      fun m n => continuous_const.mul (hcont (m - n))
    have h1 : ∀ m ∈ a.support, IntervalIntegrable
        (fun x : ℝ => ∑ n ∈ a.support, a m * (starRingEnd ℂ) (a n) * wave (m - n) x)
        MeasureTheory.volume 0 (2 * Real.pi) := fun m _ =>
      Continuous.intervalIntegrable (continuous_finsetSum _ fun n _ => ht m n) _ _
    have h2 : ∀ m : ℤ, ∀ n ∈ a.support, IntervalIntegrable
        (fun x : ℝ => a m * (starRingEnd ℂ) (a n) * wave (m - n) x)
        MeasureTheory.volume 0 (2 * Real.pi) := fun m n _ =>
      Continuous.intervalIntegrable (ht m n) _ _
    rw [← intervalIntegral.integral_ofReal, intervalIntegral.integral_congr fun x _ => pt x,
      intervalIntegral.integral_finsetSum h1, mul_sum, Complex.ofReal_sum]
    refine sum_congr rfl fun m hm => ?_
    rw [intervalIntegral.integral_finsetSum (h2 m)]
    simp only [intervalIntegral.integral_const_mul, integral_wave]
    -- only the diagonal term survives
    rw [sum_eq_single m]
    · rw [if_pos (sub_self m), Complex.mul_conj, Complex.normSq_eq_norm_sq]
      push_cast
      ring
    · intro n _ hn
      rw [if_neg (sub_ne_zero.mpr hn.symm), mul_zero]
    · intro h
      exact absurd hm h
  have hpi := Real.pi_ne_zero
  rw [meanSquare, Complex.ofReal_injective key]
  field_simp
```

Expand the square (`pt`) and integrate term by term (`key`):
$$\frac1{2\pi}\int_0^{2\pi}\sum_{m,n}a_m\overline{a_n}\,e^{i(m-n)x}dx=\sum_m|a_m|^2.$$
`sum_eq_single` keeps the diagonal term $n=m$.

```lean
lemma meanSquare_sub (c p : ℤ →₀ ℂ) : meanSquare (fun x => trigPoly c x - trigPoly p x)
    = ∑ m ∈ (c - p).support, ‖(c - p) m‖ ^ 2 := by
  simp only [← trigPoly_sub]
  exact parseval _
```

Applied to a difference, Parseval's identity gives $\sum_m|c_m-p_m|^2$.

## The error and its lower bound

```lean
/-- The mean-square error of interpolation on `2K+1` grid points is the weight of the
frequencies beyond `K` plus the squared moduli of the alias sums within `[-K, K]`. -/
theorem interpolation_error {K : ℕ} {c p : ℤ →₀ ℂ} (hp : IsInterpolant K c p) :
    meanSquare (fun x => trigPoly c x - trigPoly p x)
      = ∑ m ∈ c.support with (K : ℤ) < |m|, ‖c m‖ ^ 2
        + ∑ k ∈ Icc (-(K : ℤ)) K, ‖aliasSum K c k‖ ^ 2 := by
  rw [meanSquare_sub, ← sum_filter_add_sum_filter_not _ (fun m : ℤ => (K : ℤ) < |m|)]
  congr 1
  · -- beyond the band the interpolant has no weight
    have hs : (c - p).support.filter (fun m : ℤ => (K : ℤ) < |m|)
        = c.support.filter (fun m : ℤ => (K : ℤ) < |m|) := by
      ext m
      simp only [mem_filter, Finsupp.mem_support_iff, Finsupp.sub_apply]
      constructor <;> rintro ⟨h1, h2⟩ <;> exact ⟨by simpa [hp.band m h2] using h1, h2⟩
    rw [hs]
    refine sum_congr rfl fun m hm => ?_
    rw [Finsupp.sub_apply, hp.band m (mem_filter.mp hm).2, sub_zero]
  · -- inside the band the error is minus the alias sum
    refine (sum_subset (s₂ := Icc (-(K : ℤ)) K) ?_ ?_).trans (sum_congr rfl ?_)
    · intro m hm
      rw [mem_Icc]
      exact abs_le.mp (not_lt.mp (mem_filter.mp hm).2)
    · intro k hkI hk
      have h0 : (c - p) k = 0 := by
        by_contra h
        exact hk (mem_filter.mpr ⟨Finsupp.mem_support_iff.mpr h,
          not_lt.mpr (abs_le.mpr (mem_Icc.mp hkI))⟩)
      rw [h0]
      simp
    · intro k hk
      have e : c k - (c k + aliasSum K c k) = -aliasSum K c k := by ring
      rw [Finsupp.sub_apply, interpolant_coeff hp (abs_le.mpr (mem_Icc.mp hk)), e, norm_neg]
```

The hypothesis `hp` says that $p$ is an interpolant of $f$. Split the sum at $|m|=K$. Beyond the band $p_m=0$, so the difference is $c_m$; inside it is $c_k-(c_k+A_k)=-A_k$. Hence
$$\frac1{2\pi}\int_0^{2\pi}|f-p|^2dx=\sum_{|m|>K}|c_m|^2+\sum_{|k|\le K}|A_k|^2.$$

Take $K=1$, $N=3$ and $f(x)=e^{-ix}+2e^{2ix}$. Frequency $2$ folds to $-1$, so $A_{-1}=2$ and $p(x)=3e^{-ix}$. The difference $f-p=2e^{2ix}-2e^{-ix}$ has mean square $4+4=8$.

The band limit on $p$ is needed. Without it, $p=f$ would agree with $f$ on the grid and have error $0$ instead of $8$.

```lean
/-- Cutting the Fourier series off at `K` costs exactly the weight of the frequencies beyond. -/
theorem truncation_error (K : ℕ) (c : ℤ →₀ ℂ) :
    meanSquare (fun x => trigPoly c x - trigPoly (c.filter fun m => |m| ≤ (K : ℤ)) x)
      = ∑ m ∈ c.support with (K : ℤ) < |m|, ‖c m‖ ^ 2 := by
  have hv : ∀ m, (c - c.filter fun m => |m| ≤ (K : ℤ)) m = if (K : ℤ) < |m| then c m else 0 := by
    intro m
    rw [Finsupp.sub_apply, Finsupp.filter_apply]
    by_cases h : (K : ℤ) < |m|
    · rw [if_pos h, if_neg (not_le.mpr h), sub_zero]
    · rw [if_neg h, if_pos (not_lt.mp h), sub_self]
  rw [meanSquare_sub, sum_filter]
  refine (sum_subset (s₂ := c.support) ?_ ?_).trans (sum_congr rfl ?_)
  · intro m hm
    rw [Finsupp.mem_support_iff, hv] at hm
    rw [Finsupp.mem_support_iff]
    intro h
    exact hm (by rw [h, ite_self])
  · intro m _ hm
    rw [Finsupp.notMem_support_iff.mp hm]
    simp
  · intro m _
    rw [hv]
    split_ifs <;> simp
```

`c.filter` keeps the coefficients with $|m|\le K$. What is lost is $c_m$ for $|m|>K$, with mean square $\sum_{|m|>K}|c_m|^2$. In the example this is $4$.

```lean
/-- Interpolation is never better in mean square than truncation at the same `K`, and it is
equally good exactly when all alias sums within `[-K, K]` vanish. -/
theorem truncation_le_interpolation {K : ℕ} {c p : ℤ →₀ ℂ} (hp : IsInterpolant K c p) :
    meanSquare (fun x => trigPoly c x - trigPoly (c.filter fun m => |m| ≤ (K : ℤ)) x)
      ≤ meanSquare (fun x => trigPoly c x - trigPoly p x) ∧
    (meanSquare (fun x => trigPoly c x - trigPoly (c.filter fun m => |m| ≤ (K : ℤ)) x)
      = meanSquare (fun x => trigPoly c x - trigPoly p x)
      ↔ ∀ k ∈ Icc (-(K : ℤ)) K, aliasSum K c k = 0) := by
  rw [truncation_error, interpolation_error hp]
  have hnn : ∀ k ∈ Icc (-(K : ℤ)) K, 0 ≤ ‖aliasSum K c k‖ ^ 2 := fun k _ => by positivity
  refine ⟨le_add_of_nonneg_right (sum_nonneg hnn), fun h k hk => ?_, fun h => ?_⟩
  · have h0 : ∑ k ∈ Icc (-(K : ℤ)) K, ‖aliasSum K c k‖ ^ 2 = 0 := by linarith
    exact norm_eq_zero.mp (pow_eq_zero_iff two_ne_zero |>.mp
      ((sum_eq_zero_iff_of_nonneg hnn).mp h0 k hk))
  · rw [sum_eq_zero (s := Icc (-(K : ℤ)) K) fun k hk => by rw [h k hk]; simp, add_zero]

end GridInterpolationError
```

The interpolation error exceeds the truncation error by $\sum_{|k|\le K}|A_k|^2\ge0$. A sum of non-negative terms is zero only if each term is, so the two errors are equal exactly when every $A_k$ in the band vanishes. This can happen through cancellation: for $K=1$ and $f(x)=e^{2ix}-e^{5ix}$, both frequencies fold to $-1$, the interpolant is zero, and both errors are $2$.

In plane-wave electronic structure, the same folding occurs when a product of orbitals is sampled on too coarse a grid; the sum of $|A_k|^2$ measures its mean-square cost for one-dimensional, finite Fourier series on an odd number of points. Even grids, several dimensions and infinite series are not covered.

```lean
#print axioms GridInterpolationError.interpolation_error
#print axioms GridInterpolationError.truncation_le_interpolation
```

```
'GridInterpolationError.interpolation_error' depends on axioms: [propext, Classical.choice, Quot.sound]
'GridInterpolationError.truncation_le_interpolation' depends on axioms: [propext, Classical.choice, Quot.sound]
```
